# Influence coefficients of two QUAPI time steps as second differences of the twice-integrated bath correlation function

A calculation with the quasi-adiabatic propagator path integral (QUAPI) needs a table of influence coefficients before the propagation starts. The entry for two different time steps of equal length is a double time integral of the bath correlation function $C$ over both steps. If a function $g$ with $g''=C$ is available, three values of $g$ give this entry. The entry for a single step takes two values of $g$ and one of $g'$. No double quadrature is needed.

## The memory of a harmonic bath

Take a system coupled linearly, through a coordinate, to a harmonic bath that starts in thermal equilibrium and uncorrelated with the system. With $\hbar=1$ and no counter-term, the bath weights a forward path $q^+$ and a backward path $q^-$ by the exponential of

$$-\int_0^T\!dt\int_0^t\!ds\,[q^+(t)-q^-(t)]\,[C(t-s)\,q^+(s)-C(t-s)^*\,q^-(s)].$$

This is a combination of two integrals of the form

$$\int_0^{T}\!dt\;u(t)\int_0^t\!ds\;C(t-s)\,v(s),$$

one with $C$ and $v=q^+$, the other with $C^*$ and $v=q^-$; in both, $u=q^+-q^-$. QUAPI makes the paths constant on each time step. For such paths and a continuous $C$, the integral is exactly a finite double sum.

## Two steps and three values of $g$

Let $h$ be the step length, and let step $k$ run from $kh$ to $(k+1)h$. The influence coefficient of steps $k$ and $j$ is

$$\eta_{kj}=\int_{kh}^{(k+1)h}\!dt\int_{jh}^{(j+1)h}\!ds\;C(t-s).$$

Since $g'$ is an antiderivative of $C$, the inner integral is

$$\int_{jh}^{(j+1)h}C(t-s)\,ds=g'(t-jh)-g'(t-(j+1)h).$$

Integrating the two terms over $t$ gives

$$g((k-j+1)h)-g((k-j)h)\quad\text{and}\quad g((k-j)h)-g((k-j-1)h).$$

Their difference is the result:

$$\eta_{kj}=g((k-j+1)h)-2g((k-j)h)+g((k-j-1)h).$$

## The step that is still running

Within one step, only pairs with $s$ before $t$ count. The self coefficient is therefore an integral over a triangle:

$$\eta^{\rm self}=\int_{kh}^{(k+1)h}\!dt\int_{kh}^{t}\!ds\;C(t-s)
=\int_{kh}^{(k+1)h}[g'(t-kh)-g'(0)]\,dt=g(h)-g(0)-h\,g'(0).$$

It is the same for all $k$. It differs in general from $\eta_{kk}$, which integrates over the whole square and so includes negative delays.

## From step paths to a double sum

Let $u=x_k$ and $v=y_k$ on step $k$. For $t$ in step $k$, the past consists of the full steps $j<k$ and the part of step $k$ up to $t$:

$$\int_0^tC(t-s)v(s)\,ds=\sum_{j<k}y_j\int_{jh}^{(j+1)h}C(t-s)\,ds+y_k\int_{kh}^tC(t-s)\,ds.$$

Multiplying by $x_k$, integrating over step $k$ and adding the first $N$ steps gives

$$\int_0^{Nh}\!dt\;u(t)\int_0^t\!ds\;C(t-s)v(s)=\sum_{k=0}^{N-1}x_k\Big(y_k\,\eta^{\rm self}+\sum_{j<k}y_j\,\eta_{kj}\Big).$$

## Exponential correlation

Suppose that $C(t)=c\,e^{-\nu t}$ for $t\ge0$, with complex $c$ and $\nu\neq0$. For a decaying bath memory, the real part of $\nu$ is the decay rate. A single decaying exponential is a simplified model: the correlation function of a harmonic bath at a positive temperature is not exactly of this form, but it is often approximated by a sum of such terms, with complex $c$. The coefficients are linear in $C$, so the contributions of the terms add up. Take $h>0$ and $k>j$. Every delay in $\eta_{kj}$ is then non-negative, so $g(t)=(c/\nu^2)e^{-\nu t}$ can be used:

$$\eta_{kj}=\frac{c}{\nu^2}e^{-\nu(k-j)h}\left(e^{-\nu h}-2+e^{\nu h}\right)=\frac{4c}{\nu^2}\sinh^2\!\left(\frac{\nu h}{2}\right)e^{-\nu(k-j)h}.$$

For numbers, set $c=\nu=1$ and $h=\ln2$, so that $g(0)=1$, $g(h)=\tfrac12$ and $g(2h)=\tfrac14$. Neighbouring steps have the coefficient $\tfrac14-1+1=\tfrac14$, and the self coefficient is $\tfrac12-1+\ln2\approx0.193$. For two steps with all path values equal to 1, the double sum is $2(\ln2-\tfrac12)+\tfrac14=2\ln2-\tfrac34\approx0.636$. Direct integration agrees: $\int_0^{2h}(1-e^{-t})\,dt=2h-1+e^{-2h}=2\ln2-\tfrac34$.

## Definitions and hypotheses in Lean

`IsLineshape C g g'` says that `C` is continuous on the whole real line, that `g` has derivative `g'`, and that `g'` has derivative `C`. Continuity excludes a delta-correlated bath, and also an Ohmic bath with a Drude cutoff, whose correlation function diverges logarithmically at $t=0$. The values $g(0)$ and $g'(0)$ are free, because adding a linear function $a+bt$ to $g$ changes neither coefficient.

`influenceCoeff C h k j` and `selfCoeff C h k` are the double integrals themselves, so the formulas in $g$ are theorems about them. `IsLineshape.influenceCoeff_eq` and `IsLineshape.selfCoeff_eq` hold for every real `h` and all integer step numbers, with oriented integrals if `h` is negative.

`IsStepPath h x u` fixes the path on each step with the left end excluded, so neighbouring steps do not compete for a grid point. In `memory_integral_eq_sum`, `x` and `y` are arbitrary complex sequences and `h` is positive. All steps have full length; the half steps at the ends of a symmetric Trotter splitting would need their own coefficients. The theorem concerns the bath integral for given step paths, and leaves aside the Trotter error and any truncation of the memory.

`influenceCoeff_exponential` prescribes `C` only at non-negative times. For real $c$, this leaves room for the physical relation $C(-t)=C(t)^*$, which at $t=0$ requires a real $C(0)$.

```lean
import Mathlib

open MeasureTheory

namespace QuapiInfluence

noncomputable section

/-- The function `g` is a second antiderivative of the continuous bath correlation function `C`,
with first derivative `g'`. -/
structure IsLineshape (C g g' : ℝ → ℂ) : Prop where
  cont : Continuous C
  deriv_g : ∀ t, HasDerivAt g (g' t) t
  deriv_g' : ∀ t, HasDerivAt g' (C t) t

/-- The influence coefficient of the time steps `k` and `j`: the bath correlation function
integrated over both steps of length `h`. -/
def influenceCoeff (C : ℝ → ℂ) (h : ℝ) (k j : ℤ) : ℂ :=
  ∫ t in (k * h)..((k + 1) * h), ∫ s in (j * h)..((j + 1) * h), C (t - s)

/-- The self coefficient of the time step `k`: the bath correlation function integrated over
the ordered pairs of times, `s` before `t`, within this step. -/
def selfCoeff (C : ℝ → ℂ) (h : ℝ) (k : ℤ) : ℂ :=
  ∫ t in (k * h)..((k + 1) * h), ∫ s in (k * h)..t, C (t - s)

/-- The path `u` has the constant value `x k` on the time step from `k h` to `(k + 1) h`,
the left end excluded. -/
def IsStepPath (h : ℝ) (x : ℕ → ℂ) (u : ℝ → ℂ) : Prop :=
  ∀ k : ℕ, ∀ t ∈ Set.Ioc ((k : ℝ) * h) ((k + 1) * h), u t = x k

/-- Integrating a continuous correlation function twice from time zero gives a second
antiderivative `g`. -/
theorem lineshape_of_correlation {C : ℝ → ℂ} (hC : Continuous C) :
    IsLineshape C (fun t => ∫ u in (0 : ℝ)..t, ∫ v in (0 : ℝ)..u, C v)
      (fun t => ∫ v in (0 : ℝ)..t, C v) := by
  have h1 : ∀ t, HasDerivAt (fun u => ∫ v in (0 : ℝ)..u, C v) (C t) t :=
    fun t => (hC.integral_hasStrictDerivAt 0 t).hasDerivAt
  have h2 : Continuous (fun u => ∫ v in (0 : ℝ)..u, C v) :=
    continuous_iff_continuousAt.2 fun t => (h1 t).continuousAt
  exact ⟨hC, fun t => (h2.integral_hasStrictDerivAt 0 t).hasDerivAt, h1⟩

/-- The memory of a time window `[c, d]` felt at time `t` is a difference of two values
of `g'`. -/
theorem IsLineshape.window_integral {C g g' : ℝ → ℂ} (H : IsLineshape C g g') (t c d : ℝ) :
    ∫ s in c..d, C (t - s) = g' (t - c) - g' (t - d) := by
  rw [intervalIntegral.integral_comp_sub_left C t]
  exact intervalIntegral.integral_eq_sub_of_hasDerivAt (fun x _ => H.deriv_g' x)
    (H.cont.intervalIntegrable _ _)

theorem IsLineshape.continuous_g' {C g g' : ℝ → ℂ} (H : IsLineshape C g g') : Continuous g' :=
  continuous_iff_continuousAt.2 fun t => (H.deriv_g' t).continuousAt

/-- The QUAPI influence coefficient of two time steps is the second difference of `g`
at their separation. -/
theorem IsLineshape.influenceCoeff_eq {C g g' : ℝ → ℂ} (H : IsLineshape C g g')
    (h : ℝ) (k j : ℤ) :
    influenceCoeff C h k j = g (((k : ℝ) - j + 1) * h) - 2 * g (((k : ℝ) - j) * h)
      + g (((k : ℝ) - j - 1) * h) := by
  have hc := H.continuous_g'
  have hi : ∀ a b e : ℝ, IntervalIntegrable (fun t => g' (t - e)) volume a b :=
    fun a b e => Continuous.intervalIntegrable (by fun_prop) _ _
  have ftc : ∀ a b : ℝ, ∫ t in a..b, g' t = g b - g a := fun a b =>
    intervalIntegral.integral_eq_sub_of_hasDerivAt (fun x _ => H.deriv_g x)
      (hc.intervalIntegrable _ _)
  unfold influenceCoeff
  -- the inner integral gives `g'`, the outer one gives `g` at the four corners
  simp_rw [H.window_integral]
  rw [intervalIntegral.integral_sub (hi _ _ _) (hi _ _ _),
    intervalIntegral.integral_comp_sub_right g', intervalIntegral.integral_comp_sub_right g',
    ftc, ftc,
    show ((k : ℝ) + 1) * h - j * h = ((k : ℝ) - j + 1) * h by ring,
    show (k : ℝ) * h - j * h = ((k : ℝ) - j) * h by ring,
    show ((k : ℝ) + 1) * h - (j + 1) * h = ((k : ℝ) - j) * h by ring,
    show (k : ℝ) * h - (j + 1) * h = ((k : ℝ) - j - 1) * h by ring]
  ring

/-- The self coefficient is the same for all time steps and equals `g(h) - g(0) - h g'(0)`. -/
theorem IsLineshape.selfCoeff_eq {C g g' : ℝ → ℂ} (H : IsLineshape C g g') (h : ℝ) (k : ℤ) :
    selfCoeff C h k = g h - g 0 - h * g' 0 := by
  have hc := H.continuous_g'
  have hd : ∀ t ∈ Set.uIcc ((k : ℝ) * h) ((k + 1) * h),
      HasDerivAt (fun t : ℝ => g (t - k * h) - t * g' 0) (g' (t - k * h) - g' 0) t := by
    intro t _
    have h1 := (H.deriv_g (t - k * h)).comp_sub_const t (k * h)
    have h2 : HasDerivAt (fun t : ℝ => (t : ℂ) * g' 0) (1 * g' 0) t :=
      (hasDerivAt_id' (t : ℂ)).comp_ofReal.mul_const (g' 0)
    rw [one_mul] at h2
    exact h1.fun_sub h2
  unfold selfCoeff
  simp_rw [H.window_integral, sub_self]
  rw [intervalIntegral.integral_eq_sub_of_hasDerivAt hd
    (Continuous.intervalIntegrable (by fun_prop) _ _),
    show ((k : ℝ) + 1) * h - k * h = h by ring, sub_self]
  push_cast
  ring

/-- A function that agrees with a continuous one on an interval, the left end excluded,
is integrable there and has the same integral. -/
theorem piece_integral {f F : ℝ → ℂ} {a b : ℝ} (hab : a ≤ b) (hF : Continuous F)
    (hf : ∀ t ∈ Set.Ioc a b, f t = F t) :
    IntervalIntegrable f volume a b ∧ ∫ t in a..b, f t = ∫ t in a..b, F t := by
  constructor
  · have h1 := (intervalIntegrable_iff_integrableOn_Ioc_of_le hab).1
      (hF.intervalIntegrable (μ := volume) a b)
    exact (intervalIntegrable_iff_integrableOn_Ioc_of_le hab).2
      (h1.congr_fun (fun t ht => (hf t ht).symm) measurableSet_Ioc)
  · rw [intervalIntegral.integral_of_le hab, intervalIntegral.integral_of_le hab]
    exact setIntegral_congr_fun measurableSet_Ioc hf

/-- If a function is integrable on every time step, its integral over the first `N` steps is
the sum of the integrals over the single steps. -/
theorem grid_integral {f : ℝ → ℂ} {I : ℕ → ℂ} (h : ℝ) (N : ℕ)
    (hf : ∀ k : ℕ, IntervalIntegrable f volume (k * h) ((k + 1) * h) ∧
      ∫ t in (k * h)..((k + 1) * h), f t = I k) :
    IntervalIntegrable f volume 0 (N * h) ∧
      ∫ t in (0 : ℝ)..(N * h), f t = ∑ k ∈ Finset.range N, I k := by
  induction N with
  | zero => simp
  | succ n ih =>
    rw [Finset.sum_range_succ]
    push_cast
    exact ⟨ih.1.trans (hf n).1, by
      rw [← intervalIntegral.integral_add_adjacent_intervals ih.1 (hf n).1, ih.2, (hf n).2]⟩

/-- For two paths that are constant on each time step of length `h > 0` (the left end excluded) and
a continuous bath correlation function, the time-ordered memory integral over `N` steps is exactly
the double sum of the path values weighted with the self and influence coefficients. -/
theorem memory_integral_eq_sum {C u v : ℝ → ℂ} {x y : ℕ → ℂ} {h : ℝ} (hC : Continuous C)
    (hh : 0 < h) (hu : IsStepPath h x u) (hv : IsStepPath h y v) (N : ℕ) :
    ∫ t in (0 : ℝ)..(N * h), u t * ∫ s in (0 : ℝ)..t, C (t - s) * v s =
      ∑ k ∈ Finset.range N, x k * (y k * selfCoeff C h k +
        ∑ j ∈ Finset.range k, y j * influenceCoeff C h k j) := by
  obtain ⟨g, g', H⟩ : ∃ g g', IsLineshape C g g' := ⟨_, _, lineshape_of_correlation hC⟩
  have hc := H.continuous_g'
  have cw : ∀ c d : ℝ, Continuous fun t => ∫ s in c..d, C (t - s) := by
    intro c d
    simp_rw [H.window_integral]
    fun_prop
  have ct : ∀ c : ℝ, Continuous fun t => ∫ s in c..t, C (t - s) := by
    intro c
    simp_rw [H.window_integral]
    fun_prop
  refine (grid_integral h N fun k => ?_).2
  have c1 : Continuous fun t => y k * ∫ s in (k * h)..t, C (t - s) :=
    continuous_const.mul (ct _)
  have c2 : ∀ j : ℕ, Continuous fun t => y j * ∫ s in (j * h)..((j + 1) * h), C (t - s) :=
    fun j => continuous_const.mul (cw _ _)
  have c3 : Continuous fun t => ∑ j ∈ Finset.range k,
      y j * ∫ s in (j * h)..((j + 1) * h), C (t - s) :=
    continuous_finsetSum _ fun j _ => c2 j
  have key := piece_integral (f := fun t => u t * ∫ s in (0 : ℝ)..t, C (t - s) * v s)
    (F := fun t => x k * ((y k * ∫ s in (k * h)..t, C (t - s)) +
      ∑ j ∈ Finset.range k, y j * ∫ s in (j * h)..((j + 1) * h), C (t - s)))
    (show (k : ℝ) * h ≤ (k + 1) * h by nlinarith) (continuous_const.mul (c1.add c3))
    (fun t ht => by
      -- at fixed `t`, split the past into full steps and the running step
      have pc : ∀ (j : ℕ) (b : ℝ), j * h ≤ b → b ≤ (j + 1) * h →
          IntervalIntegrable (fun s => C (t - s) * v s) volume (j * h) b ∧
          ∫ s in (j * h)..b, C (t - s) * v s = y j * ∫ s in (j * h)..b, C (t - s) := by
        intro j b h1 h2
        rw [← intervalIntegral.integral_const_mul]
        exact piece_integral h1 (by fun_prop) fun s hs => by
          rw [hv j s ⟨hs.1, hs.2.trans h2⟩, mul_comm]
      have past := grid_integral h k fun j => pc j ((j + 1) * h) (by nlinarith) le_rfl
      have now := pc k t ht.1.le ht.2
      change u t * _ = x k * (_ + _)
      rw [hu k t ht, ← intervalIntegral.integral_add_adjacent_intervals past.1 now.1,
        past.2, now.2, add_comm])
  refine ⟨key.1, key.2.trans ?_⟩
  rw [intervalIntegral.integral_const_mul,
    intervalIntegral.integral_add (c1.intervalIntegrable _ _) (c3.intervalIntegrable _ _),
    intervalIntegral.integral_finsetSum fun j _ => (c2 j).intervalIntegrable _ _]
  simp only [intervalIntegral.integral_const_mul, influenceCoeff, selfCoeff, Int.cast_natCast]

/-- For `ν ≠ 0`, the exponential `c exp(-ν t)` has the second antiderivative
`(c / ν²) exp(-ν t)`. -/
theorem exponential_witness (c : ℂ) {ν : ℂ} (hν : ν ≠ 0) :
    IsLineshape (fun t => c * Complex.exp (-ν * t)) (fun t => c / ν ^ 2 * Complex.exp (-ν * t))
      (fun t => -(c / ν) * Complex.exp (-ν * t)) := by
  have e : ∀ t : ℝ, HasDerivAt (fun t : ℝ => Complex.exp (-ν * t))
      (Complex.exp (-ν * t) * (-ν * 1)) t := fun t =>
    (((hasDerivAt_id' (t : ℂ)).const_mul (-ν)).cexp).comp_ofReal
  refine ⟨by fun_prop, fun t => ((e t).const_mul _).congr_deriv ?_,
    fun t => ((e t).const_mul _).congr_deriv ?_⟩
  · field_simp
  · field_simp

/-- If the bath correlation function is `c exp(-ν t)` at all times `t ≥ 0`, with `ν ≠ 0`, then for
`h > 0` and a step `k` later than `j` the influence coefficient is
`(4 c / ν²) sinh²(ν h / 2) exp(-ν (k - j) h)`. -/
theorem influenceCoeff_exponential {C : ℝ → ℂ} {c ν : ℂ} {h : ℝ} {k j : ℤ} (hν : ν ≠ 0)
    (hh : 0 < h) (hjk : j < k) (hC : ∀ t : ℝ, 0 ≤ t → C t = c * Complex.exp (-ν * t)) :
    influenceCoeff C h k j = 4 * c / ν ^ 2 * Complex.sinh (ν * h / 2) ^ 2 *
      Complex.exp (-ν * (((k : ℝ) - j) * h : ℝ)) := by
  -- only non-negative delays occur, since step `j` has ended when step `k` begins
  have hcongr : influenceCoeff C h k j =
      influenceCoeff (fun t => c * Complex.exp (-ν * t)) h k j := by
    have hjk' : (j : ℝ) + 1 ≤ k := by exact_mod_cast hjk
    have hle : ((j : ℝ) + 1) * h ≤ k * h := mul_le_mul_of_nonneg_right hjk' hh.le
    refine intervalIntegral.integral_congr fun t ht => ?_
    refine intervalIntegral.integral_congr fun s hs => ?_
    rw [Set.uIcc_of_le (by nlinarith)] at ht hs
    exact hC (t - s) (by linarith [ht.1, hs.2])
  have e1 : Complex.exp (-ν * (((k : ℝ) - j + 1) * h : ℝ)) =
      Complex.exp (-ν * (((k : ℝ) - j) * h : ℝ)) * Complex.exp (-(ν * h / 2)) ^ 2 := by
    rw [← Complex.exp_nat_mul, ← Complex.exp_add]
    congr 1
    push_cast
    ring
  have e2 : Complex.exp (-ν * (((k : ℝ) - j - 1) * h : ℝ)) =
      Complex.exp (-ν * (((k : ℝ) - j) * h : ℝ)) * Complex.exp (ν * h / 2) ^ 2 := by
    rw [← Complex.exp_nat_mul, ← Complex.exp_add]
    congr 1
    push_cast
    ring
  have e3 : Complex.exp (ν * h / 2) * Complex.exp (-(ν * h / 2)) = 1 := by
    rw [← Complex.exp_add, add_neg_cancel, Complex.exp_zero]
  rw [hcongr, (exponential_witness c hν).influenceCoeff_eq, e1, e2, Complex.sinh]
  linear_combination
    (2 * c / ν ^ 2 * Complex.exp (-ν * (((k : ℝ) - j) * h : ℝ))) * e3

end

end QuapiInfluence
```

```lean
#print axioms QuapiInfluence.IsLineshape.influenceCoeff_eq
-- 'QuapiInfluence.IsLineshape.influenceCoeff_eq' depends on axioms: [propext, Classical.choice, Quot.sound]
#print axioms QuapiInfluence.IsLineshape.selfCoeff_eq
-- 'QuapiInfluence.IsLineshape.selfCoeff_eq' depends on axioms: [propext, Classical.choice, Quot.sound]
#print axioms QuapiInfluence.memory_integral_eq_sum
-- 'QuapiInfluence.memory_integral_eq_sum' depends on axioms: [propext, Classical.choice, Quot.sound]
#print axioms QuapiInfluence.influenceCoeff_exponential
-- 'QuapiInfluence.influenceCoeff_exponential' depends on axioms: [propext, Classical.choice, Quot.sound]
```

## Antiderivatives and the two coefficients

`lineshape_of_correlation` constructs $g$ for any continuous $C$ by integrating twice from zero. `IsLineshape.window_integral` is the inner integration: it substitutes $t-s$ and applies the fundamental theorem of calculus.

In `IsLineshape.influenceCoeff_eq`, `simp_rw` inserts this window formula. The outer integral is split into two, each is shifted, and `ftc` evaluates it. The `show` equations identify the arguments of $g$, two of which coincide, and `ring` collects the terms. The continuity of $g'$, from `IsLineshape.continuous_g'`, supplies the integrability.

`IsLineshape.selfCoeff_eq` treats the triangle in one go. It checks that $g(t-kh)-t\,g'(0)$ has the derivative $g'(t-kh)-g'(0)$, and takes the difference between the ends of the step.

## Splitting the memory along the grid

Step paths may jump, so two lemmas handle integrability. `piece_integral` replaces a function on one step by a continuous function that agrees with it there, apart from the left end. `grid_integral` adds the steps by induction on `N`.

`memory_integral_eq_sum` uses both lemmas twice. At fixed $t$, `past` collects the completed steps and `now` the running one, which is the splitting of the inner integral above. Then `key` replaces the outer integrand on step $k$ by a continuous function, whose continuity comes from the window formula (`cw` and `ct`). The constants and the finite sum are taken out of the integral, and what remains are the two coefficients.

## The exponential case

`exponential_witness` verifies the two derivatives of the exponential $g$. In `influenceCoeff_exponential`, `hcongr` replaces `C` by the exponential inside the double integral; this is where $h>0$ and $k>j$ enter, since they give $t-s\ge0$. The equations `e1` and `e2` write the factors $e^{\mp\nu h}$ as squares of $e^{\mp\nu h/2}$, and `e3` says that these half-step exponentials multiply to 1. With `e3`, `linear_combination` turns the second difference into the squared hyperbolic sine.
